# One-fragment excitations from eigenstate references are size-intensive for two non-interacting fragments

Place a second molecule so far from the first that the two do not interact, and compute the spectrum of the pair. If the method is not size-intensive, the excitation energies of the first molecule shift although nothing has happened to it. Configuration interaction truncated at single and double excitations has this defect. For the model below the shift is exactly zero, provided that each fragment's reference state is an eigenvector of that fragment's Hamiltonian.

Let $A$ and $B$ be the complex Hamiltonian matrices of the fragments, with reference states $a,b\neq0$ obeying $Aa=E_Aa$ and $Bb=E_Bb$. Neither matrix need be Hermitian, so energies may be complex. In equation-of-motion coupled cluster, $A$ stands for the similarity-transformed Hamiltonian $e^{-T}He^{T}$, with $H$ the electronic Hamiltonian and $T$ the cluster operator, on the reference and the retained excitations. If $H$ and $T$ conserve the spin projection and $T$ contains every retained excitation that also conserves it, the amplitude equations make the reference a right eigenvector there. In the spin-flip variant the reference is a high-spin state and the excitations lower the spin projection, so an excitation energy may be negative.

## Product states and one-fragment excitations

The types `m` and `n` label the basis states of the two fragments. A fragment state is a function from labels to complex amplitudes.

In Lean 4 with Mathlib:

```lean
import Mathlib

open Matrix
open scoped Kronecker

namespace SizeIntensiveEOM

noncomputable section

variable {m n : Type*}
```

A state of the pair is a function on `m × n`, and a product state has amplitudes $(x\otimes y)_{ij}=x_iy_j$.

```lean
/-- The product state `x ⊗ y` of two fragments, written in the product basis. -/
def tens (x : m → ℂ) (y : n → ℂ) : m × n → ℂ := fun p => x p.1 * y p.2
```

The excitations of interest leave one fragment in its reference. They span the states $x\otimes b+a\otimes y$, with $x$ and $y$ arbitrary. Sums and multiples keep this form, which is what a `Submodule` requires. States with both fragments excited at once, $x\otimes y$ with $x$ not proportional to $a$ and $y$ not proportional to $b$, lie outside.

```lean
/-- The space of all states `x ⊗ b + a ⊗ y`. In each of the two terms, one fragment is described by
its reference vector, `b` or `a`. -/
def localSpace (a : m → ℂ) (b : n → ℂ) : Submodule ℂ (m × n → ℂ) where
  carrier := {v | ∃ x y, v = tens x b + tens a y}
  zero_mem' := ⟨0, 0, by ext p; simp [tens]⟩
  add_mem' := by
    rintro _ _ ⟨x, y, rfl⟩ ⟨x', y', rfl⟩
    refine ⟨x + x', y + y', ?_⟩
    ext p
    simp only [tens, Pi.add_apply]
    ring
  smul_mem' := by
    rintro c _ ⟨x, y, rfl⟩
    refine ⟨c • x, c • y, ?_⟩
    ext p
    simp only [tens, Pi.add_apply, Pi.smul_apply, smul_eq_mul]
    ring
```

If $x_i\neq0$ and $y_j\neq0$, then $(x\otimes y)_{ij}\neq0$, so a product of nonzero states is nonzero.

```lean
/-- The product of two nonzero fragment states is nonzero. -/
theorem tens_ne_zero {x : m → ℂ} {y : n → ℂ} (hx : x ≠ 0) (hy : y ≠ 0) :
    tens x y ≠ 0 := by
  obtain ⟨i, hi⟩ := Function.ne_iff.mp hx
  obtain ⟨j, hj⟩ := Function.ne_iff.mp hy
  intro h
  exact mul_ne_zero hi hj (congrFun h (i, j))
```

## The reference product is counted twice

The state $a\otimes b$ can be written with either term, so $x$ and $y$ are not unique. Suppose $u\otimes b+a\otimes w=0$, that is, $u_kb_l+a_kw_l=0$ for all $k,l$. Choose $i,j$ with $a_i\neq0$ and $b_j\neq0$, and set $c=-w_j/b_j$. Taking $l=j$ gives $u_kb_j=-a_kw_j=c\,a_kb_j$, hence $u=ca$. Taking $k=i$ gives $a_iw_l=-u_ib_l=-c\,a_ib_l$, hence $w=-cb$. The two cancellations are the `mul_right_cancel₀` and `mul_left_cancel₀` steps.

```lean
/-- For nonzero `a` and `b`, the only redundancy in `u ⊗ b + a ⊗ w` is a multiple of
`a ⊗ b` moved from one term to the other. -/
theorem redundancy {a u : m → ℂ} {b w : n → ℂ} (ha : a ≠ 0) (hb : b ≠ 0)
    (h : tens u b + tens a w = 0) : ∃ c : ℂ, u = c • a ∧ w = (-c) • b := by
  obtain ⟨i, hi⟩ := Function.ne_iff.mp ha
  obtain ⟨j, hj⟩ := Function.ne_iff.mp hb
  have hi' : a i ≠ 0 := hi
  have hj' : b j ≠ 0 := hj
  have key : ∀ k l, u k * b l + a k * w l = 0 := fun k l => congrFun h (k, l)
  obtain ⟨c, hc⟩ : ∃ c : ℂ, c * b j = -w j := ⟨-w j / b j, div_mul_cancel₀ _ hj'⟩
  have hu : ∀ k, u k = c * a k := fun k => by
    apply mul_right_cancel₀ hj'
    linear_combination key k j - a k * hc
  refine ⟨c, funext hu, funext fun l => ?_⟩
  change w l = -c * b l
  apply mul_left_cancel₀ hi'
  linear_combination key i l - b l * hu i
```

## The Hamiltonian of the pair

From here on the bases are finite. `IsLevel M z` says that $Mx=zx$ for some nonzero $x$; the "level" is thus any complex eigenvalue, not necessarily a real energy.

```lean
variable [Fintype m] [Fintype n]

/-- The number `z` is an eigenvalue of the fragment Hamiltonian `M`. -/
def IsLevel (M : Matrix m m ℂ) (z : ℂ) : Prop := ∃ x, x ≠ 0 ∧ M *ᵥ x = z • x
```

Without interaction, the Hamiltonian is $H_{AB}=A\otimes1+1\otimes B$. It is called `dimer`, although the fragments may be different molecules.

```lean
variable [DecidableEq m] [DecidableEq n]

/-- The Hamiltonian `A ⊗ 1 + 1 ⊗ B` of two fragments that do not interact. -/
def dimer (A : Matrix m m ℂ) (B : Matrix n n ℂ) : Matrix (m × n) (m × n) ℂ :=
  A ⊗ₖ (1 : Matrix n n ℂ) + (1 : Matrix m m ℂ) ⊗ₖ B
```

On a product state each term acts on its own factor. In components,
$$\sum_{k,l}(A_{ik}\delta_{jl}+\delta_{ik}B_{jl})x_ky_l=(Ax)_iy_j+x_i(By)_j .$$
The proof treats the two terms separately and lets the Kronecker deltas collapse one sum in each.

```lean
/-- The dimer Hamiltonian acts on a product state one fragment at a time. -/
theorem dimer_mulVec_tens (A : Matrix m m ℂ) (B : Matrix n n ℂ) (x : m → ℂ) (y : n → ℂ) :
    dimer A B *ᵥ tens x y = tens (A *ᵥ x) y + tens x (B *ᵥ y) := by
  ext ⟨i, j⟩
  simp only [dimer, Matrix.add_mulVec, Pi.add_apply]
  refine congrArg₂ (· + ·) ?_ ?_
  · simp only [Matrix.mulVec, dotProduct, Matrix.kroneckerMap_apply, Matrix.one_apply, tens,
      Fintype.sum_prod_type, Finset.sum_mul, mul_ite, ite_mul, mul_one, mul_zero, zero_mul,
      Finset.sum_ite_eq, Finset.mem_univ, if_true]
    exact Finset.sum_congr rfl fun _ _ => by ring
  · simp only [Matrix.mulVec, dotProduct, Matrix.kroneckerMap_apply, Matrix.one_apply, tens,
      Fintype.sum_prod_type_right, Finset.mul_sum, ite_mul, one_mul, zero_mul,
      Finset.sum_ite_eq, Finset.mem_univ, if_true]
    exact Finset.sum_congr rfl fun _ _ => by ring
```

Apply this to both parts of $x\otimes b+a\otimes y$ and use the reference equations:
$$H_{AB}(x\otimes b+a\otimes y)=(Ax+E_Bx)\otimes b+a\otimes(By+E_Ay).$$

```lean
variable {A : Matrix m m ℂ} {B : Matrix n n ℂ} {a : m → ℂ} {b : n → ℂ} {EA EB : ℂ}

/-- If `a` and `b` satisfy the fragment eigenvalue equations, each fragment amplitude is
driven by its own Hamiltonian, shifted by the reference energy of the other fragment. -/
theorem dimer_local (ha : A *ᵥ a = EA • a) (hb : B *ᵥ b = EB • b) (x : m → ℂ) (y : n → ℂ) :
    dimer A B *ᵥ (tens x b + tens a y) =
      tens (A *ᵥ x + EB • x) b + tens a (B *ᵥ y + EA • y) := by
  rw [Matrix.mulVec_add, dimer_mulVec_tens, dimer_mulVec_tens, ha, hb]
  ext p
  simp only [tens, Pi.add_apply, Pi.smul_apply, smul_eq_mul]
  ring
```

The right-hand side has the original form, so the space is invariant. This needs only the two eigenvalue equations, not $a,b\neq0$.

```lean
/-- If `a` and `b` satisfy the fragment eigenvalue equations, the dimer Hamiltonian maps
the space of states `x ⊗ b + a ⊗ y` into itself. -/
theorem localSpace_invariant (ha : A *ᵥ a = EA • a) (hb : B *ᵥ b = EB • b)
    {v : m × n → ℂ} (hv : v ∈ localSpace a b) : dimer A B *ᵥ v ∈ localSpace a b := by
  obtain ⟨x, y, rfl⟩ := hv
  exact ⟨_, _, dimer_local ha hb x y⟩
```

## Separating an eigenvector into fragment eigenvectors

Let $v=x\otimes b+a\otimes y$ satisfy $H_{AB}v=zv$. Moving everything to one side gives
$$(Ax+E_Bx-zx)\otimes b+a\otimes(By+E_Ay-zy)=0,$$
and the redundancy result turns this into
$$(A+E_B-z)x=ca,\qquad (B+E_A-z)y=-cb.$$
The number $c$ still couples the fragments. If $z\neq E_A+E_B$, choose $k$ with $k(E_A+E_B-z)=c$ and put $x'=x-ka$, $y'=y+kb$. The state $v$ is unchanged, because $-ka\otimes b$ and $a\otimes kb$ cancel. The coupling disappears:
$$(A+E_B-z)x'=ca-k(E_A+E_B-z)a=0,$$
$$(B+E_A-z)y'=-cb+k(E_A+E_B-z)b=0.$$
So $Ax'=(z-E_B)x'$ and $By'=(z-E_A)y'$. Either of $x',y'$ may be zero.

```lean
/-- For fragment eigenvectors `a` and `b`, an eigenvector in the local space whose energy `z`
differs from `EA + EB` is a sum of two terms, each built from a solution of one fragment's
eigenvalue equation. -/
theorem eigenvector_splits (ha0 : a ≠ 0) (hb0 : b ≠ 0)
    (ha : A *ᵥ a = EA • a) (hb : B *ᵥ b = EB • b) {z : ℂ} (hz : z ≠ EA + EB)
    {v : m × n → ℂ} (hv : v ∈ localSpace a b) (h : dimer A B *ᵥ v = z • v) :
    ∃ x y, v = tens x b + tens a y ∧ A *ᵥ x = (z - EB) • x ∧ B *ᵥ y = (z - EA) • y := by
  obtain ⟨x, y, rfl⟩ := hv
  rw [dimer_local ha hb] at h
  have h0 : tens (A *ᵥ x + EB • x - z • x) b + tens a (B *ᵥ y + EA • y - z • y) = 0 := by
    ext p
    have hp := congrFun h p
    simp only [tens, Pi.add_apply, Pi.sub_apply, Pi.smul_apply, Pi.zero_apply,
      smul_eq_mul] at hp ⊢
    linear_combination hp
  obtain ⟨c, hu, hw⟩ := redundancy ha0 hb0 h0
  -- a shift along `a ⊗ b` removes the remaining coupling `c`
  obtain ⟨k, hk⟩ : ∃ k : ℂ, k * (EA + EB - z) = c :=
    ⟨c / (EA + EB - z), div_mul_cancel₀ _ (sub_ne_zero.mpr (Ne.symm hz))⟩
  refine ⟨x - k • a, y + k • b, ?_, ?_, ?_⟩
  · ext p
    simp only [tens, Pi.add_apply, Pi.sub_apply, Pi.smul_apply, smul_eq_mul]
    ring
  · rw [Matrix.mulVec_sub, Matrix.mulVec_smul, ha]
    ext i
    have hi := congrFun hu i
    simp only [Pi.add_apply, Pi.sub_apply, Pi.smul_apply, smul_eq_mul] at hi ⊢
    linear_combination hi - a i * hk
  · rw [Matrix.mulVec_add, Matrix.mulVec_smul, hb]
    ext i
    have hi := congrFun hw i
    simp only [Pi.add_apply, Pi.sub_apply, Pi.smul_apply, smul_eq_mul] at hi ⊢
    linear_combination hi + b i * hk
```

The tactic `linear_combination` carries this algebra. Given an expression in known equations, it subtracts that combination from the goal and asks `ring` to confirm that what is left is an identity. In `linear_combination hi - a i * hk`, `hi` is the $i$th component of $(A+E_B-z)x=ca$, and `hk` is $k(E_A+E_B-z)=c$. Subtracting $a_i$ times the second from the first eliminates $c$ and leaves the $i$th component of the equation for $x'$. The user supplies the physical step, namely which equations to combine and with what factors, and the tactic does the expansion. Because `hk` is stored as a product, no quotient enters the identity; the condition $z\neq E_A+E_B$ is used once, to obtain $k$.

## The spectrum in the one-fragment space

An eigenvalue in this space means one with a nonzero eigenvector lying in it. If $z=E_A+E_B$, it has the form $\alpha+E_B$ with $\alpha=E_A$. Otherwise split the eigenvector as above. Since $v\neq0$, the amplitudes $x'$ and $y'$ are not both zero. If $x'\neq0$, then $\alpha=z-E_B$ is an eigenvalue of $A$; if $x'=0$, then $y'\neq0$ and $\beta=z-E_A$ is an eigenvalue of $B$.

Conversely, $Ax=\alpha x$ with $x\neq0$ gives
$$H_{AB}(x\otimes b)=(\alpha+E_B)\,x\otimes b,$$
and $By=\beta y$ with $y\neq0$ gives
$$H_{AB}(a\otimes y)=(E_A+\beta)\,a\otimes y.$$
Both product vectors are nonzero. The theorem identifies the set of eigenvalues and says nothing about multiplicities.

```lean
/-- For fragment eigenvectors `a` and `b`, the eigenvalues of the dimer Hamiltonian in the
local space are exactly the sums `α + EB` and `EA + β`, with `α` an eigenvalue of `A` and
`β` an eigenvalue of `B`. -/
theorem local_spectrum (ha0 : a ≠ 0) (hb0 : b ≠ 0)
    (ha : A *ᵥ a = EA • a) (hb : B *ᵥ b = EB • b) (z : ℂ) :
    (∃ v ∈ localSpace a b, v ≠ 0 ∧ dimer A B *ᵥ v = z • v) ↔
      (∃ α, IsLevel A α ∧ z = α + EB) ∨ (∃ β, IsLevel B β ∧ z = EA + β) := by
  constructor
  · rintro ⟨v, hv, hv0, h⟩
    by_cases hz : z = EA + EB
    · exact Or.inl ⟨EA, ⟨a, ha0, ha⟩, hz⟩
    obtain ⟨x, y, hxy, hx, hy⟩ := eigenvector_splits ha0 hb0 ha hb hz hv h
    by_cases hx0 : x = 0
    · refine Or.inr ⟨z - EA, ⟨y, fun hy0 => hv0 ?_, hy⟩, by ring⟩
      rw [hxy, hx0, hy0]
      ext p
      simp [tens]
    · exact Or.inl ⟨z - EB, ⟨x, hx0, hx⟩, by ring⟩
  · rintro (⟨α, ⟨x, hx0, hx⟩, rfl⟩ | ⟨β, ⟨y, hy0, hy⟩, rfl⟩)
    · refine ⟨tens x b, ⟨x, 0, by ext p; simp [tens]⟩, tens_ne_zero hx0 hb0, ?_⟩
      rw [dimer_mulVec_tens, hx, hb]
      ext p
      simp only [tens, Pi.add_apply, Pi.smul_apply, smul_eq_mul]
      ring
    · refine ⟨tens a y, ⟨0, y, by ext p; simp [tens]⟩, tens_ne_zero ha0 hy0, ?_⟩
      rw [dimer_mulVec_tens, ha, hy]
      ext p
      simp only [tens, Pi.add_apply, Pi.smul_apply, smul_eq_mul]
      ring
```

Now measure energies from the reference: $z=E_A+E_B+\omega$. Then $z=\alpha+E_B$ means $\alpha=E_A+\omega$, and $z=E_A+\beta$ means $\beta=E_B+\omega$. Hence $\omega$ occurs for the pair, in the one-fragment space, exactly when it occurs for at least one of the isolated fragments. The value $\omega=0$, the reference itself, is always included.

```lean
/-- Size-intensivity: for fragment eigenvectors `a` and `b`, `ω` is an excitation energy of the
dimer in the local space exactly when it is an excitation energy of at least one of the isolated
fragments. The value `ω = 0` is counted as an excitation energy here. -/
theorem size_intensive (ha0 : a ≠ 0) (hb0 : b ≠ 0)
    (ha : A *ᵥ a = EA • a) (hb : B *ᵥ b = EB • b) (ω : ℂ) :
    (∃ v ∈ localSpace a b, v ≠ 0 ∧ dimer A B *ᵥ v = (EA + EB + ω) • v) ↔
      IsLevel A (EA + ω) ∨ IsLevel B (EB + ω) := by
  rw [local_spectrum ha0 hb0 ha hb]
  constructor
  · rintro (⟨α, h, e⟩ | ⟨β, h, e⟩)
    · have hα : EA + ω = α := by linear_combination e
      exact Or.inl (hα ▸ h)
    · have hβ : EB + ω = β := by linear_combination e
      exact Or.inr (hβ ▸ h)
  · rintro (h | h)
    · exact Or.inl ⟨EA + ω, h, by ring⟩
    · exact Or.inr ⟨EB + ω, h, by ring⟩
```

For equation-of-motion coupled cluster and its spin-flip variant, this is the algebra behind size-intensive excitation energies in the limit of two non-interacting fragments with finite bases. The step left to the user is to show that the method's equations for the antisymmetrised electrons of the real pair, with its truncated excitation operators, reduce to $A\otimes1+1\otimes B$ on this space.

## Where the separation fails at the reference energy

The condition $z\neq E_A+E_B$ in the splitting result excludes a real possibility for non-Hermitian matrices. An untruncated $e^{-T}He^{T}$ in a finite basis is similar to the Hermitian $H$, hence diagonalisable, and does not show this failure; a truncated one need not be diagonalisable. As an algebraic example, not a model of a particular molecule, take both fragments equal to the Jordan block
$$N=\begin{pmatrix}0&1\\0&0\end{pmatrix}.$$

```lean
/-- A two-state non-Hermitian Hamiltonian in Jordan form. -/
def jordan : Matrix (Fin 2) (Fin 2) ℂ := !![0, 1; 0, 0]
```

The basis states are numbered from zero. The first, $e_0$, serves as the reference of both fragments and has energy zero.

```lean
/-- The first basis state of the two-state fragment. -/
def e0 : Fin 2 → ℂ := ![1, 0]
```

The second is not an eigenvector, since $Ne_1=e_0$.

```lean
/-- The second basis state of the two-state fragment. -/
def e1 : Fin 2 → ℂ := ![0, 1]
```

The antisymmetric state $v=e_1\otimes e_0-e_0\otimes e_1$ has norm $\sqrt2$; dividing by $\sqrt2$ normalises it without affecting the argument. It lies in the one-fragment space, with $x=e_1$ and $y=-e_1$, and
$$(N\otimes1+1\otimes N)v=e_0\otimes e_0-e_0\otimes e_0=0.$$
Suppose $v=x\otimes e_0+e_0\otimes y$ with $Nx=Ny=0$. The component $(1,0)$ gives $x_1=1$, while the component $0$ of $Nx=0$ gives $x_1=0$, a contradiction. The eigenvalue zero is still in the predicted list; only the separation of its eigenvector fails.

```lean
/-- At the reference energy the splitting can fail: for two Jordan blocks the antisymmetric
state `e1 ⊗ e0 - e0 ⊗ e1` lies in the local space and has energy zero, but is not a sum of
terms built from zero-energy fragment states. -/
theorem splitting_fails_at_reference :
    jordan *ᵥ e0 = 0 ∧ tens e1 e0 - tens e0 e1 ∈ localSpace e0 e0 ∧
      dimer jordan jordan *ᵥ (tens e1 e0 - tens e0 e1) = 0 ∧
      ¬ ∃ x y, tens e1 e0 - tens e0 e1 = tens x e0 + tens e0 y ∧
        jordan *ᵥ x = 0 ∧ jordan *ᵥ y = 0 := by
  have h0 : jordan *ᵥ e0 = 0 := by
    ext i
    fin_cases i <;> simp [jordan, e0, Matrix.mulVec, dotProduct, Fin.sum_univ_two]
  have h1 : jordan *ᵥ e1 = e0 := by
    ext i
    fin_cases i <;> simp [jordan, e0, e1, Matrix.mulVec, dotProduct, Fin.sum_univ_two]
  refine ⟨h0, ⟨e1, -e1, ?_⟩, ?_, ?_⟩
  · ext p
    simp only [tens, Pi.add_apply, Pi.sub_apply, Pi.neg_apply]
    ring
  · rw [Matrix.mulVec_sub, dimer_mulVec_tens, dimer_mulVec_tens, h0, h1]
    ext p
    simp [tens]
  · rintro ⟨x, y, hv, hx, _⟩
    -- the component on `e1 ⊗ e0` forces `x 1 = 1`, which the Jordan block does not annihilate
    have hx1 : x 1 = 1 := by
      simpa [tens, e0, e1] using (congrFun hv (1, 0)).symm
    have hx0 : x 1 = 0 := by
      simpa [jordan, Matrix.mulVec, dotProduct, Fin.sum_univ_two] using congrFun hx 0
    exact one_ne_zero (hx1.symm.trans hx0)

end

end SizeIntensiveEOM
```

```lean
#print axioms SizeIntensiveEOM.localSpace_invariant
#print axioms SizeIntensiveEOM.size_intensive
#print axioms SizeIntensiveEOM.splitting_fails_at_reference
```

```
'SizeIntensiveEOM.localSpace_invariant' depends on axioms: [propext, Classical.choice, Quot.sound]
'SizeIntensiveEOM.size_intensive' depends on axioms: [propext, Classical.choice, Quot.sound]
'SizeIntensiveEOM.splitting_fails_at_reference' depends on axioms: [propext, Classical.choice, Quot.sound]
```
